# For a diagonal one-matrix, diagonal three-cumulants of distinct fermionic modes have modulus at most 1/8

Take three modes and mix the occupation states 100, 010, 001 and 111 equally. Each mode is occupied with probability $1/2$ and each pair with probability $1/4$, so every pair looks independent. Yet $(n_1-\tfrac12)(n_2-\tfrac12)(n_3-\tfrac12)$ equals $1/8$ in all four states. This purely three-body correlation is what the three-cumulant records. For distinct modes and a diagonal one-particle density matrix (one-matrix), $1/8$ is the largest possible modulus of a diagonal element of the three-cumulant, when density matrices are not divided by factorials.

The modes $a_i$ live in a ring `A` with a star operation (the adjoint) and complex scalars; neither the dimension of `A` nor the number of modes need be finite.

```lean
import Mathlib

open Matrix
open scoped ComplexOrder

namespace ThreeCumulant

noncomputable section

variable {A ι : Type*} [Ring A] [StarRing A] [Algebra ℂ A] [DecidableEq ι]
```

`IsCAR` states the anticommutation relations. `IsState` describes an expectation value $w$: linear, normalised, and real and nonnegative on every $x^\dagger x$. Write $n_i=a_i^\dagger a_i$.

```lean
/-- The canonical anticommutation relations for annihilation operators `a i`. -/
structure IsCAR (a : ι → A) : Prop where
  anti : ∀ i j, a i * a j + a j * a i = 0
  mixed : ∀ i j, a i * star (a j) + star (a j) * a i = if i = j then 1 else 0

/-- A state: a normalised positive linear functional. -/
structure IsState (w : A →ₗ[ℂ] ℂ) : Prop where
  map_one : w 1 = 1
  nonneg : ∀ x, 0 ≤ w (star x * x)

/-- The number operator of mode `i`. -/
def num (a : ι → A) (i : ι) : A := star (a i) * a i
```

The density matrices are not divided by factorials. Their annihilators stand in reverse order; without the reversal, the diagonal two-matrix element for $i\ne j$ would be $-w(n_in_j)$.

```lean
/-- The one-particle density matrix. -/
def rdm1 (w : A →ₗ[ℂ] ℂ) (a : ι → A) (i j : ι) : ℂ := w (star (a i) * a j)

/-- The two-particle density matrix, element `(ij,kl)`. -/
def rdm2 (w : A →ₗ[ℂ] ℂ) (a : ι → A) (i j k l : ι) : ℂ :=
  w (star (a i) * star (a j) * a l * a k)

/-- The three-particle density matrix, element `(ijk,lmn)`. -/
def rdm3 (w : A →ₗ[ℂ] ℂ) (a : ι → A) (i j k l m n : ι) : ℂ :=
  w (star (a i) * star (a j) * star (a k) * a n * a m * a l)
```

The cumulants subtract the antisymmetrised products of lower ones, for arbitrary indices.

```lean
/-- The two-particle cumulant, element `(ij,kl)`. -/
def cumulant2 (w : A →ₗ[ℂ] ℂ) (a : ι → A) (i j k l : ι) : ℂ :=
  rdm2 w a i j k l - (rdm1 w a i k * rdm1 w a j l - rdm1 w a i l * rdm1 w a j k)

/-- The three-particle cumulant, element `(ijk,lmn)`: the density matrix minus the
antisymmetrised products of lower cumulants. -/
def cumulant3 (w : A →ₗ[ℂ] ℂ) (a : ι → A) (i j k l m n : ι) : ℂ :=
  let g := rdm1 w a
  let L := cumulant2 w a
  rdm3 w a i j k l m n
    - (g i l * (g j m * g k n - g j n * g k m) - g i m * (g j l * g k n - g j n * g k l)
      + g i n * (g j l * g k m - g j m * g k l))
    - (g i l * L j k m n - g i m * L j k l n + g i n * L j k l m
      - g j l * L i k m n + g j m * L i k l n - g j n * L i k l m
      + g k l * L i j m n - g k m * L i j l n + g k n * L i j l m)

/-- The third central moment of `X`, `Y` and `Z`, multiplied in this order, under the linear
functional `w`. -/
def centralMoment (w : A →ₗ[ℂ] ℂ) (X Y Z : A) : ℂ :=
  w ((X - w X • (1 : A)) * (Y - w Y • (1 : A)) * (Z - w Z • (1 : A)))
```

## (a) Expand the third central moment

**Task.** Express $w((X-w(X))(Y-w(Y))(Z-w(Z)))$ in ordinary moments.

**Solution.** Multiply out, keeping the operator order. The terms with two scalar factors give $+3\,w(X)w(Y)w(Z)$ and the term with three gives $-w(X)w(Y)w(Z)$, so
$$w(XYZ)-w(X)w(YZ)-w(Y)w(XZ)-w(Z)w(XY)+2w(X)w(Y)w(Z).$$

```lean
omit [StarRing A] in
/-- The third central moment in terms of ordinary moments. -/
theorem centralMoment_expand {w : A →ₗ[ℂ] ℂ} (h1 : w 1 = 1) (X Y Z : A) :
    centralMoment w X Y Z = w (X * Y * Z) - w X * w (Y * Z) - w Y * w (X * Z)
      - w Z * w (X * Y) + 2 * w X * w Y * w Z := by
  simp only [centralMoment, sub_mul, mul_sub, smul_mul_assoc, mul_smul_comm, one_mul,
    mul_one, map_sub, map_smul, smul_eq_mul, h1]
  ring
```

## (b) Show that $n_i$ is a self-adjoint projection

**Solution.** Self-adjointness is immediate. From $2a_i^2=0$ we get $a_i^2=0$, and $a_ia_i^\dagger=1-a_i^\dagger a_i$. Hence $n_i^2=a_i^\dagger(1-a_i^\dagger a_i)a_i=n_i$.

```lean
/-- A number operator is a self-adjoint projection. -/
theorem num_proj {a : ι → A} (h : IsCAR a) (i : ι) :
    star (num a i) = num a i ∧ num a i * num a i = num a i := by
  refine ⟨by simp [num], ?_⟩
  have haa : a i * a i = 0 := by
    calc a i * a i = (1 / 2 : ℂ) • (a i * a i + a i * a i) := by module
      _ = 0 := by rw [h.anti i i, smul_zero]
  have hc : a i * star (a i) = 1 - star (a i) * a i :=
    eq_sub_of_add_eq ((h.mixed i i).trans (if_pos rfl))
  calc num a i * num a i = star (a i) * (a i * star (a i)) * a i := by
        simp only [num, mul_assoc]
    _ = star (a i) * a i - star (a i) * star (a i) * (a i * a i) := by
        rw [hc]; noncomm_ring
    _ = num a i := by simp [haa, num]
```

## (c) Move $n_j$ past $a_i$ for $i\ne j$

**Solution.** Two sign changes cancel: $a_j^\dagger a_ja_i=-a_j^\dagger a_ia_j=a_ia_j^\dagger a_j$.

```lean
omit [Algebra ℂ A] in
/-- The number operator of one mode commutes with the annihilator of another. -/
theorem num_mul_mode {a : ι → A} (h : IsCAR a) {i j : ι} (hij : i ≠ j) :
    num a j * a i = a i * num a j := by
  have h1 : a j * a i = -(a i * a j) := eq_neg_of_add_eq_zero_left (h.anti j i)
  have h2 : star (a j) * a i = -(a i * star (a j)) :=
    eq_neg_of_add_eq_zero_right ((h.mixed i j).trans (if_neg hij))
  unfold num
  rw [mul_assoc, h1, mul_neg, ← mul_assoc, h2, neg_mul, neg_neg, mul_assoc]
```

## (d) Show that $n_i$ and $n_j$ commute for $i\ne j$

**Solution.** The adjoint of (c) is $a_i^\dagger n_j=n_ja_i^\dagger$. Therefore $n_in_j=a_i^\dagger n_ja_i=n_jn_i$.

```lean
/-- Number operators of different modes commute. -/
theorem num_commute {a : ι → A} (h : IsCAR a) {i j : ι} (hij : i ≠ j) :
    Commute (num a i) (num a j) := by
  have h1 := num_mul_mode h hij
  have h2 := congrArg star h1
  rw [star_mul, star_mul, (num_proj h j).1] at h2
  change star (a i) * a i * num a j = num a j * (star (a i) * a i)
  rw [mul_assoc, ← h1, ← mul_assoc, h2, mul_assoc]
```

## (e) Identify the cumulant with the central moment

**Task.** Let $w(a_l^\dagger a_m)=0$ for all $l\ne m$, as in natural spin orbitals, and let $i,j,k$ be distinct. Show that the three-cumulant element $(ijk,ijk)$ is the third central moment of $n_i,n_j,n_k$.

**Solution.** By (c), $a_i^\dagger a_j^\dagger a_ja_i=n_in_j$, and likewise the three-body string is $n_in_jn_k$. Let $p,q,r$ be the means of $n_i,n_j,n_k$, let $s_1,s_2,s_3$ be those of $n_jn_k,n_in_k,n_in_j$, and let $t=w(n_in_jn_k)$. Only diagonal factors survive:
$$t-pqr-p(s_1-qr)-q(s_2-pr)-r(s_3-pq)=t-ps_1-qs_2-rs_3+2pqr.$$
This is (a). In Lean, `d1`, `d2` and `d3` evaluate the density matrices and `ring` compares the polynomials.

```lean
/-- For distinct modes and a diagonal one-matrix, the diagonal three-cumulant is the third
central moment of the occupations. -/
theorem cumulant3_eq_centralMoment {a : ι → A} (h : IsCAR a) {w : A →ₗ[ℂ] ℂ}
    (hw : IsState w) (hg : ∀ p q, p ≠ q → rdm1 w a p q = 0) {i j k : ι}
    (hij : i ≠ j) (hik : i ≠ k) (hjk : j ≠ k) :
    cumulant3 w a i j k i j k = centralMoment w (num a i) (num a j) (num a k) := by
  have pair : ∀ p q, p ≠ q →
      star (a p) * star (a q) * a q * a p = num a p * num a q := fun p q hpq => by
    calc _ = star (a p) * (num a q * a p) := by simp only [num, mul_assoc]
      _ = _ := by rw [num_mul_mode h hpq]; simp only [num, mul_assoc]
  have d1 : ∀ p, rdm1 w a p p = w (num a p) := fun _ => rfl
  have d2 : ∀ p q, p ≠ q → rdm2 w a p q p q = w (num a p * num a q) :=
    fun p q hpq => congrArg w (pair p q hpq)
  have d3 : rdm3 w a i j k i j k = w (num a i * num a j * num a k) := by
    refine congrArg w ?_
    calc _ = star (a i) * ((star (a j) * star (a k) * a k * a j) * a i) := by
          simp only [mul_assoc]
      _ = star (a i) * (a i * num a j * num a k) := by
          rw [pair j k hjk, mul_assoc (num a j), num_mul_mode h hik, ← mul_assoc (num a j),
            num_mul_mode h hij]
      _ = _ := by simp only [num, mul_assoc]
  rw [centralMoment_expand hw.map_one]
  simp only [cumulant3, cumulant2, d1, d3, d2 i j hij, d2 i k hik, d2 j k hjk,
    hg i j hij, hg i k hik, hg j k hjk, hg j i hij.symm, hg k i hik.symm, hg k j hjk.symm]
  ring
```

## (f) Show that joint occupation events have nonnegative probability

**Solution.** For commuting self-adjoint projections, $E=XYZ$ satisfies $E^\dagger E=E$, so $w(E)\ge0$.

```lean
/-- A joint event of three commuting projections has nonnegative probability. -/
theorem event_nonneg {w : A →ₗ[ℂ] ℂ} (hw : IsState w) {X Y Z : A}
    (hX : star X = X ∧ X * X = X) (hY : star Y = Y ∧ Y * Y = Y)
    (hZ : star Z = Z ∧ Z * Z = Z) (hXY : Commute X Y) (hXZ : Commute X Z)
    (hYZ : Commute Y Z) : 0 ≤ w (X * Y * Z) := by
  have e : star (X * Y * Z) * (X * Y * Z) = X * Y * Z := by
    rw [star_mul, star_mul, hX.1, hY.1, hZ.1]
    calc Z * (Y * X) * (X * Y * Z) = Z * (Y * (X * X) * Y) * Z := by simp only [mul_assoc]
      _ = Z * (X * (Y * Y)) * Z := by rw [hX.2, ← hXY.eq]; simp only [mul_assoc]
      _ = X * Y * (Z * Z) := by rw [hY.2, ← (hXZ.mul_left hYZ).eq, mul_assoc (X * Y)]
      _ = X * Y * Z := by rw [hZ.2]
  simpa only [e] using hw.nonneg (X * Y * Z)
```

## (g) Bound the moment of three yes-no variables

**Solution.** The hypotheses `h1` to `h8` say that the eight outcome probabilities are nonnegative; they sum to 1. For each outcome with deviations $x,y,z$ from the means, $3|xyz|\le|x|^3+|y|^3+|z|^3$. A variable $n$ with mean $p$ has
$$\langle|n-p|^3\rangle=p(1-p)^3+(1-p)p^3=\tfrac18-2(p-\tfrac12)^4\le\tfrac18.$$
Averaging gives $3|\langle xyz\rangle|\le3/8$. In Lean, `key` is the cubic inequality with both signs, and `linarith` adds its eight instances, weighted by the probabilities.

```lean
/-- Three yes-no variables with means `p, q, r`, pair moments `s₁, s₂, s₃` and triple moment
`t` have a third central moment of modulus at most 1/8. -/
theorem yes_no_moment_le {p q r s₁ s₂ s₃ t : ℝ} (h1 : 0 ≤ t) (h2 : 0 ≤ s₃ - t)
    (h3 : 0 ≤ s₂ - t) (h4 : 0 ≤ s₁ - t) (h5 : 0 ≤ p - s₃ - s₂ + t)
    (h6 : 0 ≤ q - s₃ - s₁ + t) (h7 : 0 ≤ r - s₂ - s₁ + t)
    (h8 : 0 ≤ 1 - p - q - r + s₁ + s₂ + s₃ - t) :
    |t - p * s₁ - q * s₂ - r * s₃ + 2 * p * q * r| ≤ 1 / 8 := by
  -- the inequality of arithmetic and geometric means, with both signs
  have key : ∀ u v x : ℝ, 0 ≤ u → 0 ≤ v → 0 ≤ x →
      0 ≤ u ^ 3 + v ^ 3 + x ^ 3 - 3 * (u * v * x) ∧
      0 ≤ u ^ 3 + v ^ 3 + x ^ 3 + 3 * (u * v * x) := fun u v x hu hv hx => by
    have := mul_nonneg (add_nonneg (add_nonneg hu hv) hx)
      (add_nonneg (add_nonneg (sq_nonneg (u - v)) (sq_nonneg (v - x))) (sq_nonneg (u - x)))
    exact ⟨by nlinarith, by positivity⟩
  have p0 : 0 ≤ p := by linarith
  have q0 : 0 ≤ q := by linarith
  have r0 : 0 ≤ r := by linarith
  have p1 : 0 ≤ 1 - p := by linarith
  have q1 : 0 ≤ 1 - q := by linarith
  have r1 : 0 ≤ 1 - r := by linarith
  have k1 := key _ _ _ p1 q1 r1
  have k2 := key _ _ _ p1 q1 r0
  have k3 := key _ _ _ p1 q0 r1
  have k4 := key _ _ _ p0 q1 r1
  have k5 := key _ _ _ p1 q0 r0
  have k6 := key _ _ _ p0 q1 r0
  have k7 := key _ _ _ p0 q0 r1
  have k8 := key _ _ _ p0 q0 r0
  have fp := sq_nonneg ((p - 1 / 2) ^ 2)
  have fq := sq_nonneg ((q - 1 / 2) ^ 2)
  have fr := sq_nonneg ((r - 1 / 2) ^ 2)
  -- average over the eight outcomes
  rw [abs_le]
  constructor
  · linarith [mul_nonneg h1 k1.2, mul_nonneg h2 k2.1, mul_nonneg h3 k3.1, mul_nonneg h4 k4.1,
      mul_nonneg h5 k5.2, mul_nonneg h6 k6.2, mul_nonneg h7 k7.2, mul_nonneg h8 k8.1]
  · linarith [mul_nonneg h1 k1.1, mul_nonneg h2 k2.2, mul_nonneg h3 k3.2, mul_nonneg h4 k4.2,
      mul_nonneg h5 k5.1, mul_nonneg h6 k6.1, mul_nonneg h7 k7.1, mul_nonneg h8 k8.2]
```

## (h) Bound the cumulant

**Solution.** Apply (f) to each choice of $n$ or $1-n$ for the three modes. This gives the eight probabilities required by (g), and (e) turns its bound into one on the cumulant. If one mode is certainly empty or certainly full, its deviation vanishes, and so does this cumulant element.

Approximations that neglect the three-cumulant thus drop at most $1/8$ in each such diagonal element when the one-matrix is diagonal; off-diagonal elements and energy errors are not bounded here.

```lean
/-- For distinct modes and a diagonal one-matrix, the diagonal three-cumulant has modulus
at most 1/8. -/
theorem norm_cumulant3_le {a : ι → A} (h : IsCAR a) {w : A →ₗ[ℂ] ℂ}
    (hw : IsState w) (hg : ∀ p q, p ≠ q → rdm1 w a p q = 0) {i j k : ι}
    (hij : i ≠ j) (hik : i ≠ k) (hjk : j ≠ k) :
    ‖cumulant3 w a i j k i j k‖ ≤ 1 / 8 := by
  rw [cumulant3_eq_centralMoment h hw hg hij hik hjk, centralMoment_expand hw.map_one]
  have hX := num_proj h i
  have hY := num_proj h j
  have hZ := num_proj h k
  have cXY := num_commute h hij
  have cXZ := num_commute h hik
  have cYZ := num_commute h hjk
  generalize num a i = X at *
  generalize num a j = Y at *
  generalize num a k = Z at *
  have compl : ∀ P : A, star P = P ∧ P * P = P →
      star (1 - P) = 1 - P ∧ (1 - P) * (1 - P) = 1 - P := fun P hP =>
    ⟨by rw [star_sub, star_one, hP.1], by
      simp only [mul_sub, sub_mul, one_mul, mul_one, hP.2]; abel⟩
  have cl : ∀ P Q : A, Commute P Q → Commute (1 - P) Q :=
    fun P Q c => (Commute.one_left Q).sub_left c
  have cr : ∀ P Q : A, Commute P Q → Commute P (1 - Q) :=
    fun P Q c => (Commute.one_right P).sub_right c
  have real : ∀ z : ℂ, 0 ≤ z → ∃ x : ℝ, z = x := fun z hz =>
    ⟨z.re, Complex.ext (by simp) (by simpa using (Complex.le_def.mp hz).2.symm)⟩
  have one : star (1 : A) = 1 ∧ (1 : A) * 1 = 1 := ⟨star_one A, mul_one 1⟩
  have single : ∀ P : A, star P = P ∧ P * P = P → 0 ≤ w P := fun P hP => by
    have := hw.nonneg P
    rwa [hP.1, hP.2] at this
  have pair : ∀ P Q : A, star P = P ∧ P * P = P → star Q = Q ∧ Q * Q = Q →
      Commute P Q → 0 ≤ w (P * Q) := fun P Q hP hQ c => by
    have := event_nonneg hw hP hQ one c (Commute.one_right P) (Commute.one_right Q)
    rwa [mul_one] at this
  obtain ⟨p, hp⟩ := real _ (single X hX)
  obtain ⟨q, hq⟩ := real _ (single Y hY)
  obtain ⟨r, hr⟩ := real _ (single Z hZ)
  obtain ⟨s₁, hs₁⟩ := real _ (pair Y Z hY hZ cYZ)
  obtain ⟨s₂, hs₂⟩ := real _ (pair X Z hX hZ cXZ)
  obtain ⟨s₃, hs₃⟩ := real _ (pair X Y hX hY cXY)
  obtain ⟨t, ht⟩ := real _ (event_nonneg hw hX hY hZ cXY cXZ cYZ)
  -- the eight joint occupation probabilities
  have e1 := (Complex.le_def.mp (event_nonneg hw hX hY hZ cXY cXZ cYZ)).1
  have e2 := (Complex.le_def.mp (event_nonneg hw hX hY (compl Z hZ) cXY
    (cr _ _ cXZ) (cr _ _ cYZ))).1
  have e3 := (Complex.le_def.mp (event_nonneg hw hX (compl Y hY) hZ (cr _ _ cXY)
    cXZ (cl _ _ cYZ))).1
  have e4 := (Complex.le_def.mp (event_nonneg hw (compl X hX) hY hZ (cl _ _ cXY)
    (cl _ _ cXZ) cYZ)).1
  have e5 := (Complex.le_def.mp (event_nonneg hw hX (compl Y hY) (compl Z hZ)
    (cr _ _ cXY) (cr _ _ cXZ) (cl _ _ (cr _ _ cYZ)))).1
  have e6 := (Complex.le_def.mp (event_nonneg hw (compl X hX) hY (compl Z hZ)
    (cl _ _ cXY) (cl _ _ (cr _ _ cXZ)) (cr _ _ cYZ))).1
  have e7 := (Complex.le_def.mp (event_nonneg hw (compl X hX) (compl Y hY) hZ
    (cl _ _ (cr _ _ cXY)) (cl _ _ cXZ) (cl _ _ cYZ))).1
  have e8 := (Complex.le_def.mp (event_nonneg hw (compl X hX) (compl Y hY) (compl Z hZ)
    (cl _ _ (cr _ _ cXY)) (cl _ _ (cr _ _ cXZ)) (cl _ _ (cr _ _ cYZ)))).1
  simp only [mul_sub, sub_mul, one_mul, mul_one, map_sub, hw.map_one, hp, hq, hr, hs₁, hs₂,
    hs₃, ht, Complex.sub_re, Complex.zero_re, Complex.one_re, Complex.ofReal_re]
    at e1 e2 e3 e4 e5 e6 e7 e8
  have hv : (t : ℂ) - p * s₁ - q * s₂ - r * s₃ + 2 * p * q * r
      = ((t - p * s₁ - q * s₂ - r * s₃ + 2 * p * q * r : ℝ) : ℂ) := by push_cast; ring
  rw [ht, hp, hq, hr, hs₁, hs₂, hs₃, hv, Complex.norm_real, Real.norm_eq_abs]
  apply yes_no_moment_le <;> linarith
```

## (i) Attain 1/8

**Solution.** Represent three modes by Jordan–Wigner matrices on eight occupation states. Binary digits label occupations, so indices 1, 2, 4 and 7 are the odd-parity states of the opening example. Their equal mixture has $p=q=r=\tfrac12$ and $s_1=s_2=s_3=t=\tfrac14$, giving
$$\tfrac14-\tfrac38+\tfrac14=\tfrac18.$$
The mixture contains one- and three-particle states; `IsState` does not fix the particle number. Adding three further modes with the opposite occupations (100 becomes 100011, 111 becomes 111000) gives a mixture of three-particle states with the same cumulant element.

```lean
/-- Integer Jordan–Wigner matrices of three modes; the binary digits of the index are the
occupations. -/
def jwInt (i : Fin 3) : Matrix (Fin 8) (Fin 8) ℤ := fun s t =>
  if (t.val / 2 ^ i.val) % 2 = 1 ∧ s.val + 2 ^ i.val = t.val then
    if (t.val % 2 ^ i.val / 2 + t.val % 2 ^ i.val % 2) % 2 = 0 then 1 else -1
  else 0

/-- The diagonal integer matrix of the occupation of mode `i`. -/
def occ (i : Fin 3) : Matrix (Fin 8) (Fin 8) ℤ := fun s t =>
  if s = t ∧ (s.val / 2 ^ i.val) % 2 = 1 then 1 else 0

/-- Integer matrices read as complex matrices. -/
def toC : Matrix (Fin 8) (Fin 8) ℤ →+* Matrix (Fin 8) (Fin 8) ℂ :=
  (Int.castRingHom ℂ).mapMatrix

/-- The Jordan–Wigner annihilation operators of three modes. -/
def jw (i : Fin 3) : Matrix (Fin 8) (Fin 8) ℂ := toC (jwInt i)

/-- The equal mixture of the four occupation states with an odd number of particles. -/
def oddState : Matrix (Fin 8) (Fin 8) ℂ →ₗ[ℂ] ℂ where
  toFun X := ((1 / 4 : ℝ) : ℂ) * (X 1 1 + X 2 2 + X 4 4 + X 7 7)
  map_add' X Y := by simp only [Matrix.add_apply]; ring
  map_smul' c X := by simp only [Matrix.smul_apply, smul_eq_mul, RingHom.id_apply]; ring
```

The matrix identities are decided over the integers and carried to $\mathbb C$ by `toC`. Positivity holds because each diagonal entry of $X^\dagger X$ is a sum of squared moduli.

```lean
/-- The Jordan–Wigner modes satisfy the anticommutation relations, the odd mixture is a state with a
diagonal one-matrix, and the three-cumulant element `(012,012)` equals 1/8. -/
theorem cumulant3_witness : IsCAR jw ∧ IsState oddState ∧
    (∀ p q, p ≠ q → rdm1 oddState jw p q = 0) ∧
    cumulant3 oddState jw 0 1 2 0 1 2 = 1 / 8 := by
  have hstar : ∀ B, star (toC B) = toC Bᵀ := fun B => by
    ext s t
    simp [toC]
  have hval : ∀ B, oddState (toC B)
      = ((1 / 4 : ℝ) : ℂ) * ((B 1 1 + B 2 2 + B 4 4 + B 7 7 : ℤ) : ℂ) := fun B => by
    simp [oddState, toC]
  -- the algebra is checked on integer matrices
  have c1 : ∀ i j, jwInt i * jwInt j + jwInt j * jwInt i = 0 := by decide +kernel
  have c2 : ∀ i j, jwInt i * (jwInt j)ᵀ + (jwInt j)ᵀ * jwInt i
      = if i = j then 1 else 0 := by decide +kernel
  have c3 : ∀ i, (jwInt i)ᵀ * jwInt i = occ i := by decide +kernel
  have hcar : IsCAR jw := by
    refine ⟨fun i j => ?_, fun i j => ?_⟩
    · simp only [jw]
      rw [← map_mul, ← map_mul, ← map_add, c1, map_zero]
    · simp only [jw]
      rw [hstar, ← map_mul, ← map_mul, ← map_add, c2]
      split_ifs
      · exact map_one toC
      · exact map_zero toC
  have hst : IsState oddState := by
    refine ⟨?_, fun X => ?_⟩
    · rw [← map_one toC, hval]
      norm_num
    · have hd : ∀ s, 0 ≤ (star X * X) s s := fun s => by
        rw [Matrix.mul_apply]
        exact Finset.sum_nonneg fun t _ => star_mul_self_nonneg (X t s)
      exact mul_nonneg (Complex.zero_le_real.mpr (by norm_num))
        (add_nonneg (add_nonneg (add_nonneg (hd 1) (hd 2)) (hd 4)) (hd 7))
  have hdiag : ∀ p q, p ≠ q → rdm1 oddState jw p q = 0 := fun p q hpq => by
    have z : ∀ p q, p ≠ q → ((jwInt p)ᵀ * jwInt q) 1 1 + ((jwInt p)ᵀ * jwInt q) 2 2
        + ((jwInt p)ᵀ * jwInt q) 4 4 + ((jwInt p)ᵀ * jwInt q) 7 7 = 0 := by decide +kernel
    simp only [rdm1, jw]
    rw [hstar, ← map_mul, hval, z p q hpq, Int.cast_zero, mul_zero]
  refine ⟨hcar, hst, hdiag, ?_⟩
  have hn : ∀ i, num jw i = toC (occ i) := fun i => by
    simp only [num, jw]
    rw [hstar, ← map_mul, c3]
  have v1 : ∀ i, occ i 1 1 + occ i 2 2 + occ i 4 4 + occ i 7 7 = 2 := by decide +kernel
  have v2 : ∀ i j, i ≠ j → (occ i * occ j) 1 1 + (occ i * occ j) 2 2
      + (occ i * occ j) 4 4 + (occ i * occ j) 7 7 = 1 := by decide +kernel
  have v3 : (occ 0 * occ 1 * occ 2) 1 1 + (occ 0 * occ 1 * occ 2) 2 2
      + (occ 0 * occ 1 * occ 2) 4 4 + (occ 0 * occ 1 * occ 2) 7 7 = 1 := by decide +kernel
  rw [cumulant3_eq_centralMoment hcar hst hdiag (by decide) (by decide) (by decide),
    centralMoment_expand hst.map_one]
  simp only [hn, ← map_mul toC]
  simp only [hval]
  rw [v3, v1, v1, v1, v2 1 2 (by decide), v2 0 2 (by decide), v2 0 1 (by decide)]
  push_cast
  norm_num

end

end ThreeCumulant
```

```lean
#print axioms ThreeCumulant.norm_cumulant3_le
```

```
'ThreeCumulant.norm_cumulant3_le' depends on axioms: [propext, Classical.choice, Quot.sound]
```
